# Brown's operator on polynomials: symmetric and nonpositive in the Boltzmann weight, with only constants in its kernel

Thermal noise makes the magnetisation of a small uniaxial particle wander and occasionally reverse, and to state the properties of the operator behind this motion one must first choose the functions on which it acts. Here they are the real polynomials in $z=\cos\theta$, where $\theta$ is the angle between the magnetisation and the anisotropy axis. Polynomials can be differentiated without limit and are regular at both poles, $z=\pm1$.

Let $V$ be the energy of the particle in units of $k_BT$. With no applied field, $V=-\sigma z^2$, where $\sigma$ is the anisotropy energy divided by $k_BT$. For an axially symmetric distribution the precession drops out, and the probability density $W(z,t)$ obeys Brown's Fokker–Planck equation

$$2\tau_N\,\partial_t W=\partial_z\big[(1-z^2)(\partial_z W-2\sigma z W)\big].$$

The damping enters only through the free diffusion time $\tau_N$. Writing $W=e^{\sigma z^2}f$ turns the bracket into $e^{\sigma z^2}(1-z^2)\,\partial_z f$, and the equation becomes $2\tau_N\,\partial_t f=Lf$ with

$$Lf=(1-z^2)f''-2zf'+2\sigma z(1-z^2)f'.$$

So $f$ is the density relative to the Boltzmann factor, and $L$ is measured in units of $1/(2\tau_N)$.

```lean
import Mathlib

open Polynomial

namespace BrownOperator

noncomputable section
```

## The operator and the Boltzmann weight

The definition copies this formula. In Lean, `ℝ[X]` is the type of real polynomials, `X` stands for $z$, `C a` is the constant polynomial $a$, and `derivative` is the formal derivative. The parameter `σ` may be any real number: for $\sigma>0$ the poles are energy minima separated by a barrier of height $\sigma$ at the equator, while for $\sigma<0$ the equator is favoured.

```lean
/-- Brown's operator `L f = (1 - z²) f'' - 2 z f' + 2 σ z (1 - z²) f'` on real polynomials
in `z = cos θ`, with barrier parameter `σ`. -/
def brown (σ : ℝ) (f : ℝ[X]) : ℝ[X] :=
  (1 - X ^ 2) * derivative (derivative f) - C 2 * X * derivative f
    + C (2 * σ) * X * (1 - X ^ 2) * derivative f
```

The inner product carries the Boltzmann weight:

$$\langle f,g\rangle=\int_{-1}^{1}e^{\sigma z^2}f(z)\,g(z)\,dz .$$

Since $dz$ is already the solid-angle measure up to a constant, no factor $\sin\theta$ appears. The weight is not normalised; the equilibrium average of $f$ is $\langle 1,f\rangle/\langle 1,1\rangle$. Signs, zeros and symmetry are the same with or without the denominator.

```lean
/-- The inner product of two polynomials on `[-1, 1]` with the Boltzmann weight
`exp (σ z²)`. -/
def weightedInner (σ : ℝ) (f g : ℝ[X]) : ℝ :=
  ∫ z in (-1 : ℝ)..1, Real.exp (σ * z ^ 2) * (f.eval z * g.eval z)
```

## The weighted operator as the derivative of a flux

Differentiate $e^{\sigma z^2}(1-z^2)f'$ as a product of three factors:

$$\frac{d}{dz}\big[e^{\sigma z^2}(1-z^2)f'\big]=e^{\sigma z^2}\big[2\sigma z(1-z^2)f'-2zf'+(1-z^2)f''\big]=e^{\sigma z^2}Lf .$$

The quantity in the left bracket is called the flux here; the physical probability current has the opposite sign and a factor $1/(2\tau_N)$.

```lean
/-- The weighted operator is the divergence of a flux:
`(exp (σ z²) (1 - z²) f')' = exp (σ z²) L f`. -/
theorem hasDerivAt_flux (σ : ℝ) (f : ℝ[X]) (z : ℝ) :
    HasDerivAt (fun x : ℝ => Real.exp (σ * x ^ 2) * (1 - x ^ 2) * (derivative f).eval x)
      (Real.exp (σ * z ^ 2) * (brown σ f).eval z) z := by
  have hw : HasDerivAt (fun x : ℝ => Real.exp (σ * x ^ 2))
      (Real.exp (σ * z ^ 2) * (σ * (2 * z))) z :=
    (((hasDerivAt_pow 2 z).const_mul σ).exp).congr_deriv (by norm_num)
  have h1 : HasDerivAt (fun x : ℝ => 1 - x ^ 2) (-(2 * z)) z :=
    ((hasDerivAt_pow 2 z).const_sub 1).congr_deriv (by norm_num)
  refine ((hw.fun_mul h1).fun_mul ((derivative f).hasDerivAt z)).congr_deriv ?_
  simp only [brown, eval_add, eval_sub, eval_mul, eval_pow, eval_X, eval_C, eval_one]
  ring
```

`HasDerivAt` says that a function has a given derivative at a point. The facts `hw` and `h1` differentiate the exponential and $1-z^2$, the product rule combines them with $f'$, and `ring` confirms that the three terms add up to the definition of $L$.

## The Dirichlet identity

Multiply the flux by a second polynomial $g$ and differentiate:

$$\frac{d}{dz}\big[e^{\sigma z^2}(1-z^2)f'g\big]=e^{\sigma z^2}g\,Lf+e^{\sigma z^2}(1-z^2)f'g'.$$

Integrate from $-1$ to $1$. The left side gives the difference of the bracket between the poles, and $1-z^2$ is zero at both. Therefore

$$\langle g,Lf\rangle=-\int_{-1}^{1}e^{\sigma z^2}(1-z^2)f'g'\,dz .$$

```lean
/-- Dirichlet identity: the matrix element of Brown's operator between `g` and `f` is minus
the weighted integral of `(1 - z²) f' g'`. -/
theorem inner_brown (σ : ℝ) (f g : ℝ[X]) :
    weightedInner σ g (brown σ f) =
      -∫ z in (-1 : ℝ)..1, Real.exp (σ * z ^ 2) *
        ((1 - z ^ 2) * ((derivative f).eval z * (derivative g).eval z)) := by
  have hw : Continuous fun z : ℝ => Real.exp (σ * z ^ 2) := by fun_prop
  have hq : Continuous fun z : ℝ => 1 - z ^ 2 := by fun_prop
  have c1 : Continuous fun z : ℝ =>
      Real.exp (σ * z ^ 2) * (g.eval z * (brown σ f).eval z) :=
    hw.mul (g.continuous.mul (brown σ f).continuous)
  have c2 : Continuous fun z : ℝ => Real.exp (σ * z ^ 2) *
      ((1 - z ^ 2) * ((derivative f).eval z * (derivative g).eval z)) :=
    hw.mul (hq.mul ((derivative f).continuous.mul (derivative g).continuous))
  -- product rule for flux times `g`
  have hd : ∀ z : ℝ, HasDerivAt
      (fun x : ℝ => Real.exp (σ * x ^ 2) * (1 - x ^ 2) * (derivative f).eval x * g.eval x)
      (Real.exp (σ * z ^ 2) * (g.eval z * (brown σ f).eval z) + Real.exp (σ * z ^ 2) *
        ((1 - z ^ 2) * ((derivative f).eval z * (derivative g).eval z))) z := fun z =>
    ((hasDerivAt_flux σ f z).fun_mul (g.hasDerivAt z)).congr_deriv (by ring)
  -- the flux vanishes at both poles
  have h : ∫ z in (-1 : ℝ)..1,
      (Real.exp (σ * z ^ 2) * (g.eval z * (brown σ f).eval z) + Real.exp (σ * z ^ 2) *
        ((1 - z ^ 2) * ((derivative f).eval z * (derivative g).eval z))) = 0 := by
    rw [intervalIntegral.integral_eq_sub_of_hasDerivAt (fun z _ => hd z)
      ((c1.add c2).intervalIntegrable _ _)]
    norm_num
  rw [intervalIntegral.integral_add (c1.intervalIntegrable _ _)
    (c2.intervalIntegrable _ _)] at h
  unfold weightedInner
  linarith
```

The product rule is `hd`. The fundamental theorem of calculus then gives `h`, where `norm_num` evaluates the boundary terms to zero. The continuity statements `c1` and `c2` allow the integral of the sum to be split into two.

In a calculation this identity supplies the matrix elements. Expand $f(z,t)=\sum_n c_n(t)z^n$ up to some degree and require the equation of motion to hold when projected on each $z^m$ in the basis. The result is $2\tau_N M\dot c=-Kc$, with

$$M_{mn}=\int_{-1}^{1}e^{\sigma z^2}z^{m+n}dz,\qquad K_{mn}=mn\int_{-1}^{1}e^{\sigma z^2}(1-z^2)z^{m+n-2}dz ,$$

where $K_{mn}=0$ if $m$ or $n$ is zero. Only first derivatives of the basis functions are needed, and $K$ is visibly symmetric. These matrices describe a single non-interacting particle with axial symmetry and no applied field.

## Symmetry and conservation of probability

The right side of the Dirichlet identity does not change when $f$ and $g$ are exchanged. Hence

$$\langle Lg,f\rangle=\langle f,Lg\rangle=\langle g,Lf\rangle .$$

This is detailed balance expressed through the operator.

```lean
/-- Brown's operator is symmetric in the Boltzmann-weighted inner product. -/
theorem brown_symmetric (σ : ℝ) (f g : ℝ[X]) :
    weightedInner σ (brown σ g) f = weightedInner σ g (brown σ f) := by
  have hc : weightedInner σ (brown σ g) f = weightedInner σ f (brown σ g) := by
    unfold weightedInner
    apply intervalIntegral.integral_congr
    intro z _
    dsimp only
    ring
  rw [hc, inner_brown, inner_brown]
  congr 1
  apply intervalIntegral.integral_congr
  intro z _
  dsimp only
  ring
```

The first equality is `hc`, which reorders the factors under the integral. The identity is then applied to both sides, and the two integrands agree point by point.

Setting $g=1$ gives $g'=0$, so

$$\langle 1,Lf\rangle=0 .$$

Since $\langle1,f\rangle=\int W\,dz$, this expresses conservation of total probability under Brown's equation.

```lean
/-- The Boltzmann-weighted average of `L f` over `[-1, 1]` vanishes. -/
theorem average_brown (σ : ℝ) (f : ℝ[X]) : weightedInner σ 1 (brown σ f) = 0 := by
  rw [inner_brown]
  simp
```

## No growing modes

Setting $g=f$ gives

$$\langle f,Lf\rangle=-\int_{-1}^{1}e^{\sigma z^2}(1-z^2)(f')^2dz\le0,$$

because $1-z^2=(1-z)(1+z)\ge0$ on the interval and the other factors are nonnegative. In the equation of motion, this is the sign that prevents the weighted norm of $f$ from growing.

```lean
/-- Brown's operator is nonpositive: `⟨f, L f⟩ ≤ 0` for every polynomial `f`. -/
theorem brown_nonpos (σ : ℝ) (f : ℝ[X]) : weightedInner σ f (brown σ f) ≤ 0 := by
  rw [inner_brown]
  refine neg_nonpos.mpr (intervalIntegral.integral_nonneg (by norm_num) fun z hz => ?_)
  have hz' : 0 ≤ 1 - z ^ 2 := by
    nlinarith [mul_nonneg (sub_nonneg.mpr hz.2) (by linarith [hz.1] : 0 ≤ 1 + z)]
  exact mul_nonneg (Real.exp_pos _).le (mul_nonneg hz' (mul_self_nonneg _))
```

The factorisation of $1-z^2$ is what `nlinarith` receives as a hint.

## When the dissipation vanishes

If $f$ is constant, then $f'=0$ and the form is zero. For the converse, suppose $f'$ is not the zero polynomial. It has finitely many roots, while the open interval $(-1,1)$ is infinite, so there is a point $c$ in it with $f'(c)\ne0$. There

$$e^{\sigma c^2}(1-c^2)f'(c)^2>0 .$$

The integrand is continuous and nonnegative, so its integral is strictly positive, and $\langle f,Lf\rangle<0$. A vanishing form therefore forces $f'=0$, which means that $f$ is constant.

```lean
/-- The quadratic form `⟨f, L f⟩` vanishes exactly when the polynomial `f` is constant. -/
theorem inner_brown_self_eq_zero_iff (σ : ℝ) (f : ℝ[X]) :
    weightedInner σ f (brown σ f) = 0 ↔ ∃ c : ℝ, f = C c := by
  constructor
  · intro h
    have hf : derivative f = 0 := by
      by_contra hne
      -- a nonzero derivative is nonzero at some interior point
      have hex : ∃ c ∈ Set.Ioo (-1 : ℝ) 1, (derivative f).eval c ≠ 0 := by
        by_contra hall
        push Not at hall
        exact hne (Polynomial.eq_zero_of_infinite_isRoot _
          ((Set.Ioo_infinite (by norm_num : (-1 : ℝ) < 1)).mono fun x hx => hall x hx))
      obtain ⟨c, hc, hfc⟩ := hex
      have hw : Continuous fun z : ℝ => Real.exp (σ * z ^ 2) := by fun_prop
      have hq : Continuous fun z : ℝ => 1 - z ^ 2 := by fun_prop
      have hpos : 0 < ∫ z in (-1 : ℝ)..1, Real.exp (σ * z ^ 2) *
          ((1 - z ^ 2) * ((derivative f).eval z * (derivative f).eval z)) := by
        refine intervalIntegral.integral_pos (by norm_num)
          (hw.mul (hq.mul ((derivative f).continuous.mul
            (derivative f).continuous))).continuousOn (fun z hz => ?_)
          ⟨c, Set.Ioo_subset_Icc_self hc, ?_⟩
        · have hz' : 0 ≤ 1 - z ^ 2 := by
            nlinarith [mul_nonneg (sub_nonneg.mpr hz.2) (by linarith [hz.1] : 0 ≤ 1 + z)]
          exact mul_nonneg (Real.exp_pos _).le (mul_nonneg hz' (mul_self_nonneg _))
        · have hc' : 0 < 1 - c ^ 2 := by
            nlinarith [mul_pos (sub_pos.mpr hc.2) (by linarith [hc.1] : 0 < 1 + c)]
          exact mul_pos (Real.exp_pos _) (mul_pos hc' (mul_self_pos.mpr hfc))
      rw [inner_brown] at h
      linarith
    exact ⟨f.coeff 0, Polynomial.eq_C_of_natDegree_eq_zero
      (Polynomial.derivative_eq_zero.mp hf)⟩
  · rintro ⟨c, rfl⟩
    rw [inner_brown]
    simp
```

The statement `∃ c : ℝ, f = C c` says that $f$ is a constant polynomial, zero included. In the proof, `hex` finds the interior point and `hpos` is the strict positivity of the integral. Once the derivative is known to vanish, the constant is read off as the coefficient `f.coeff 0`.

The kernel follows. If $Lf=0$, then $\langle f,Lf\rangle=0$ and $f$ is constant; conversely, every term of $L$ contains a derivative of $f$, so constants are annihilated. In terms of $W$, the stationary densities of the form $e^{\sigma z^2}f$ with $f$ polynomial are multiples of the Boltzmann factor.

```lean
/-- The polynomials annihilated by Brown's operator are exactly the constants. -/
theorem brown_eq_zero_iff (σ : ℝ) (f : ℝ[X]) : brown σ f = 0 ↔ ∃ c : ℝ, f = C c := by
  constructor
  · intro h
    apply (inner_brown_self_eq_zero_iff σ f).mp
    rw [h]
    simp [weightedInner]
  · rintro ⟨c, rfl⟩
    simp [brown]
```

Smoothness inside the interval together with square integrability would not be enough for these conclusions. Take $\sigma=0$ and

$$f(z)=\tfrac12\ln\frac{1+z}{1-z},\qquad f'(z)=\frac1{1-z^2}.$$

The flux $(1-z^2)f'$ equals $1$ throughout the open interval, so $Lf=0$ there although $f$ is not constant. Symmetry fails too: with $g=z$ one has $Lg=-2z$, and

$$\langle g,Lf\rangle=0,\qquad \langle Lg,f\rangle=-2\int_{-1}^{1}z f(z)\,dz=-2 .$$

Formally, this $f$ carries a steady current entering at one pole and leaving at the other. It is not a probability density, since it tends to $-\infty$ at $z=-1$ and no added constant makes it nonnegative. Regularity at the poles excludes it.

## Reflection and parity

Let $(Rf)(z)=f(-z)$. By the chain rule, $(Rf)'(z)=-f'(-z)$ and $(Rf)''(z)=f''(-z)$. Hence

$$(LRf)(z)=(1-z^2)f''(-z)+2zf'(-z)-2\sigma z(1-z^2)f'(-z),$$

and replacing $z$ by $-z$ in $Lf$ gives the same expression, so $LR=RL$.

```lean
/-- Brown's operator commutes with the reflection `z → -z`. -/
theorem brown_reflection (σ : ℝ) (f : ℝ[X]) :
    brown σ (f.comp (-X)) = (brown σ f).comp (-X) := by
  have h1 : ∀ p : ℝ[X], derivative (p.comp (-X)) = -(derivative p).comp (-X) := by
    intro p
    simp [derivative_comp]
  simp only [brown, h1, derivative_neg, neg_neg, sub_comp, add_comp, mul_comp, pow_comp,
    X_comp, C_comp, one_comp]
  ring
```

Here `f.comp (-X)` is the polynomial $f(-z)$. The local fact `h1` is the chain rule, used once for the first derivative and twice for the second.

If $f$ is even, $Rf=f$ and $RLf=LRf=Lf$. If $f$ is odd, $Rf=-f$ and $RLf=L(-f)=-Lf$. The two halves of the next theorem are these two lines.

```lean
/-- Brown's operator preserves parity: it maps even polynomials to even ones and odd
polynomials to odd ones. -/
theorem brown_parity (σ : ℝ) (f : ℝ[X]) :
    (f.comp (-X) = f → (brown σ f).comp (-X) = brown σ f) ∧
      (f.comp (-X) = -f → (brown σ f).comp (-X) = -brown σ f) := by
  constructor
  · intro h
    rw [← brown_reflection, h]
  · intro h
    rw [← brown_reflection, h]
    simp only [brown, derivative_neg]
    ring

end

end BrownOperator
```

The absence of a field along the axis matters for this last property. Such a field changes the energy to $V=-\sigma z^2-hz$, with $h$ proportional to the field, and adds $h(1-z^2)f'$ to the operator. Applied to the odd polynomial $z$, the extra term gives $h(1-z^2)$, which is even and nonzero for $h\neq0$.

In the matrices $M$ and $K$, parity makes every element with $m+n$ odd vanish, so the even and odd blocks can be solved separately. The odd block describes the decay of the mean magnetisation along the axis. For $\sigma=0$ and the basis $z,z^3$ it reads

$$M=\begin{pmatrix}2/3&2/5\\2/5&2/7\end{pmatrix},\qquad K=\begin{pmatrix}4/3&4/5\\4/5&36/35\end{pmatrix}.$$

The equation $\det(K-\lambda M)=0$ has the roots $\lambda=2$ and $\lambda=12$, the values $l(l+1)$ of free rotational diffusion for $l=1$ and $l=3$. The corresponding decay rates are $\lambda/(2\tau_N)$, that is, $1/\tau_N$ and $6/\tau_N$.

For $\sigma\ne0$ the relaxation modes are no longer polynomials: $L$ raises the degree of every nonconstant polynomial by two, so none of them can be an eigenfunction. To go from the theorems to the reversal rate in this model, one can extend $L$ to a self-adjoint operator on the weighted square-integrable functions and then compute its smallest nonzero decay rate. For $\sigma>0$ and a high barrier, this is approximately twice the rate of escape from one well, the quantity estimated in Kramers' theory. None of this is proved here.

```lean
#print axioms BrownOperator.brown_symmetric
#print axioms BrownOperator.brown_nonpos
#print axioms BrownOperator.brown_eq_zero_iff
#print axioms BrownOperator.brown_parity
```

```
'BrownOperator.brown_symmetric' depends on axioms: [propext, Classical.choice, Quot.sound]
'BrownOperator.brown_nonpos' depends on axioms: [propext, Classical.choice, Quot.sound]
'BrownOperator.brown_eq_zero_iff' depends on axioms: [propext, Classical.choice, Quot.sound]
'BrownOperator.brown_parity' depends on axioms: [propext, Classical.choice, Quot.sound]
```
